# For bounded self-adjoint T and V, the imaginary-time Trotter product with 2ⁿ slices has norm at most that of the single-slice product

Let T and V be self-adjoint elements of a C⋆-algebra, for example bounded kinetic and potential operators, which need not commute. The lemma says that for every real τ and natural number n, the norm of (exp(−τT/2ⁿ) exp(−τV/2ⁿ))^(2ⁿ) is at most the norm of exp(−τT) exp(−τV). The attempt first bounds the norm of the power by the power of the norm, then applies a repeated squaring inequality for self-adjoint factors. Last, it recombines the 2ⁿ slices of each exponential into one, which needs the identity 2ⁿ · (τ/2ⁿ) = τ.

The failing Lean file:

```lean
import Mathlib

open scoped Matrix.Norms.L2Operator

namespace CordesSquaring

noncomputable section

variable {A : Type*} [CStarAlgebra A]

/-- If the product `a b` is self-adjoint, its norm is at most the norm of the product
in reversed order. -/
theorem norm_mul_le_norm_mul_swap {a b : A} (h : IsSelfAdjoint (a * b)) :
    ‖a * b‖ ≤ ‖b * a‖ := by
  rcases subsingleton_or_nontrivial A with hA | hA
  · exact le_of_eq (congrArg norm (Subsingleton.elim _ _))
  -- the two products have the same nonzero spectrum
  have hs : spectrum ℂ (a * b) \ {0} = spectrum ℂ (b * a) \ {0} :=
    spectrum.nonzero_mul_comm a b
  have hr : spectralRadius ℂ (a * b) ≤ (‖b * a‖₊ : ENNReal) := by
    unfold spectralRadius
    refine iSup₂_le fun k hk => ?_
    by_cases h0 : k = 0
    · simp [h0]
    · have hk' : k ∈ spectrum ℂ (b * a) \ {0} := by
        rw [← hs]
        exact ⟨hk, h0⟩
      exact ENNReal.coe_le_coe.mpr (spectrum.norm_le_norm_of_mem hk'.1)
  -- for a self-adjoint element the spectral radius is the norm
  rw [h.spectralRadius_eq_nnnorm] at hr
  have h2 : ‖a * b‖₊ ≤ ‖b * a‖₊ := ENNReal.coe_le_coe.mp hr
  exact h2

/-- Squaring lemma: for self-adjoint `X` and `Y`, the squared norm of `X Y` is at most
the norm of `X² Y²`. -/
theorem norm_mul_sq_le {X Y : A} (hX : IsSelfAdjoint X) (hY : IsSelfAdjoint Y) :
    ‖X * Y‖ ^ 2 ≤ ‖X ^ 2 * Y ^ 2‖ := by
  have e : star (X * Y) * (X * Y) = Y * (X ^ 2 * Y) := by
    rw [star_mul, hX.star_eq, hY.star_eq]
    noncomm_ring
  have hsa : IsSelfAdjoint (Y * (X ^ 2 * Y)) := by
    rw [← e]
    exact IsSelfAdjoint.star_mul_self (X * Y)
  calc ‖X * Y‖ ^ 2 = ‖Y * (X ^ 2 * Y)‖ := by
        rw [← e, CStarRing.norm_star_mul_self, sq]
    _ ≤ ‖X ^ 2 * Y * Y‖ := norm_mul_le_norm_mul_swap hsa
    _ = ‖X ^ 2 * Y ^ 2‖ := by rw [mul_assoc, ← sq Y]

/-- Repeated squaring: for self-adjoint `X` and `Y`, the power `2ⁿ` of the norm of `X Y`
is at most the norm of the product of the powers `2ⁿ` of `X` and `Y`. -/
theorem norm_mul_pow_le {X Y : A} (hX : IsSelfAdjoint X) (hY : IsSelfAdjoint Y) (n : ℕ) :
    ‖X * Y‖ ^ (2 ^ n) ≤ ‖X ^ (2 ^ n) * Y ^ (2 ^ n)‖ := by
  induction n with
  | zero => simp
  | succ n ih =>
    rw [pow_succ 2 n, pow_mul, pow_mul, pow_mul]
    exact (pow_le_pow_left₀ (by positivity) ih 2).trans
      (norm_mul_sq_le (hX.pow _) (hY.pow _))

/-- The imaginary-time propagator `exp(-τ H)` of a bounded operator `H`. -/
def propagator (H : A) (τ : ℝ) : A := NormedSpace.exp (((-τ : ℝ) : ℂ) • H)

/-- The imaginary-time propagator of a self-adjoint operator is self-adjoint. -/
theorem propagator_selfAdjoint {H : A} (hH : IsSelfAdjoint H) (τ : ℝ) :
    IsSelfAdjoint (propagator H τ) := by
  let : NormedAlgebra ℚ A := NormedAlgebra.restrictScalars ℚ ℂ A
  have hs : star (((-τ : ℝ) : ℂ) • H) = ((-τ : ℝ) : ℂ) • H := by
    rw [star_smul, hH.star_eq]
    congr 1
    exact Complex.conj_ofReal _
  change star (NormedSpace.exp (((-τ : ℝ) : ℂ) • H)) = NormedSpace.exp (((-τ : ℝ) : ℂ) • H)
  rw [NormedSpace.star_exp, hs]

/-- Propagating `n` times over a time `τ` is propagating once over the time `n τ`. -/
theorem propagator_pow (H : A) (τ : ℝ) (n : ℕ) :
    propagator H τ ^ n = propagator H (n * τ) := by
  let : NormedAlgebra ℚ A := NormedAlgebra.restrictScalars ℚ ℂ A
  unfold propagator
  rw [← NormedSpace.exp_nsmul]
  congr 1
  rw [← Nat.cast_smul_eq_nsmul ℂ, smul_smul]
  congr 1
  push_cast
  ring

/-- For self-adjoint `T` and `V`, the Trotter product with `2ⁿ` time slices has norm at most that of
the product with a single slice of the same total imaginary time. -/
theorem norm_trotter_le_single_slice {T V : A} (hT : IsSelfAdjoint T)
    (hV : IsSelfAdjoint V) (τ : ℝ) (n : ℕ) :
    ‖(propagator T (τ / 2 ^ n) * propagator V (τ / 2 ^ n)) ^ (2 ^ n)‖
      ≤ ‖propagator T τ * propagator V τ‖ := by
  have ht : ((2 ^ n : ℕ) : ℝ) * (τ / 2 ^ n) = τ := by
    push_cast
    exact mul_div_cancel₀ τ (by positivity) |> fun h => by rw [← h]; field_simp
  have h := norm_mul_pow_le (propagator_selfAdjoint hT (τ / 2 ^ n))
    (propagator_selfAdjoint hV (τ / 2 ^ n)) n
  -- the slices of each factor recombine to the full time
  rw [propagator_pow, propagator_pow, ht] at h
  exact (norm_pow_le' _ (by positivity)).trans h

end

end CordesSquaring
```

The compiler's answer:

```
Main.lean:94:32: error: failed to prove positivity/nonnegativity/nonzeroness
```

The repair, with which the file compiles:

```diff
@@ -92,5 +92,6 @@
   have ht : ((2 ^ n : ℕ) : ℝ) * (τ / 2 ^ n) = τ := by
     push_cast
-    exact mul_div_cancel₀ τ (by positivity) |> fun h => by rw [← h]; field_simp
+    have h2 : (2 : ℝ) ^ n ≠ 0 := pow_ne_zero n two_ne_zero
+    field_simp
   have h := norm_mul_pow_le (propagator_selfAdjoint hT (τ / 2 ^ n))
     (propagator_selfAdjoint hV (τ / 2 ^ n)) n
```

The one error is in the proof of that identity, `ht`, and the inequality itself is not at fault. The message points to the `positivity` inside `mul_div_cancel₀ τ (by positivity)`, which has to show that some number is nonzero and cannot.

The number wanted is 2ⁿ, which is indeed nonzero, but the term never mentions it. The lemma is given only `τ`, and its result is piped with `|>` into a function instead of being matched against the goal, so nothing there supplies 2ⁿ as the number to be shown nonzero.

The repair drops this term. It states `(2 : ℝ) ^ n ≠ 0` outright, proves it by `pow_ne_zero n two_ne_zero`, and lets `field_simp` cancel the denominator in the goal itself. With the number written out, there is nothing left to infer. The rest of the proof is unchanged.
